# The reduced radial function r^s e^(−ζr), with s, ζ > 0, has mean inverse radius ζ/s

The declaration concerns the unnormalised radial function u(r) = r^s e^(−ζr), with real s > 0 and ζ > 0, integrated over r > 0 with measure dr, as is done for a reduced radial function. It states that ∫u² dr is positive and that ∫u²/r dr = (ζ/s) ∫u² dr, so the normalised mean of 1/r is ζ/s. The attempt writes both integrands as a power of r times e^(−2ζr) and evaluates the integrals by the Gamma function. The recurrence Γ(2s+1) = 2s Γ(2s) is then used to relate the two.

The failing Lean file:

```lean
import Mathlib

open MeasureTheory Set

namespace MeanInverseRadius

noncomputable section

/-- The radial trial function `r^s exp(-ζ r)`. -/
def slater (s ζ r : ℝ) : ℝ := r ^ s * Real.exp (-ζ * r)

/-- For `s, ζ > 0` the trial function has positive norm, and its mean inverse radius
is `ζ/s`. -/
theorem mean_inverse_radius {s ζ : ℝ} (hs : 0 < s) (hζ : 0 < ζ) :
    0 < ∫ r in Ioi (0 : ℝ), slater s ζ r ^ 2 ∧
    ∫ r in Ioi (0 : ℝ), slater s ζ r ^ 2 / r =
      ζ / s * ∫ r in Ioi (0 : ℝ), slater s ζ r ^ 2 := by
  have hsq : ∀ r : ℝ, 0 < r →
      slater s ζ r ^ 2 = r ^ (2 * s + 1 - 1) * Real.exp (-(2 * ζ * r)) := by
    intro r hr
    rw [show 2 * s + 1 - 1 = s + s by ring, Real.rpow_add hr,
      show -(2 * ζ * r) = -ζ * r + -ζ * r by ring, Real.exp_add, slater]
    ring
  have hdiv : ∀ r : ℝ, 0 < r →
      slater s ζ r ^ 2 / r = r ^ (2 * s - 1) * Real.exp (-(2 * ζ * r)) := by
    intro r hr
    rw [hsq r hr, Real.rpow_sub_one hr.ne', show 2 * s + 1 - 1 = 2 * s by ring]
    ring
  have h2s : 0 < 2 * s := by positivity
  have h2z : 0 < 2 * ζ := by positivity
  have hb : 0 < 1 / (2 * ζ) := by positivity
  -- both moments are Gamma integrals
  have h1 : ∫ r in Ioi (0 : ℝ), slater s ζ r ^ 2 =
      (1 / (2 * ζ)) ^ (2 * s + 1) * Real.Gamma (2 * s + 1) := by
    rw [← Real.integral_rpow_mul_exp_neg_mul_Ioi (by linarith) h2z]
    exact setIntegral_congr_fun measurableSet_Ioi (fun r hr => hsq r hr)
  have h2 : ∫ r in Ioi (0 : ℝ), slater s ζ r ^ 2 / r =
      (1 / (2 * ζ)) ^ (2 * s) * Real.Gamma (2 * s) := by
    rw [← Real.integral_rpow_mul_exp_neg_mul_Ioi h2s h2z]
    exact setIntegral_congr_fun measurableSet_Ioi (fun r hr => hdiv r hr)
  rw [h2, h1]
  refine ⟨mul_pos (Real.rpow_pos_of_pos hb _) (Real.Gamma_pos_of_pos (by linarith)), ?_⟩
  rw [Real.Gamma_add_one h2s.ne', Real.rpow_add_one hb.ne']
  generalize (1 / (2 * ζ)) ^ (2 * s) = A
  field_simp

end

end MeanInverseRadius
```

Compiling this gives:

```
Main.lean:27:44: error: Tactic `rewrite` failed: Did not find an occurrence of the pattern
  2 * s + 1 - 1
in the target expression
  r ^ (2 * s + 1) / r * Real.exp (-(2 * ζ * r)) / r = r ^ (2 * s - 1) * Real.exp (-(2 * ζ * r))

s ζ : ℝ
hs : 0 < s
hζ : 0 < ζ
hsq : ∀ (r : ℝ), 0 < r → slater s ζ r ^ 2 = r ^ (2 * s + 1 - 1) * Real.exp (-(2 * ζ * r))
r : ℝ
hr : 0 < r
⊢ r ^ (2 * s + 1) / r * Real.exp (-(2 * ζ * r)) / r = r ^ (2 * s - 1) * Real.exp (-(2 * ζ * r))
```

The mended proof, as a diff:

```diff
@@ -25,5 +25,5 @@
       slater s ζ r ^ 2 / r = r ^ (2 * s - 1) * Real.exp (-(2 * ζ * r)) := by
     intro r hr
-    rw [hsq r hr, Real.rpow_sub_one hr.ne', show 2 * s + 1 - 1 = 2 * s by ring]
+    rw [hsq r hr, show 2 * s + 1 - 1 = 2 * s by ring, Real.rpow_sub_one hr.ne']
     ring
   have h2s : 0 < 2 * s := by positivity
```

Diagnosis. The message says that the last rewrite in the proof of `hdiv` found no `2 * s + 1 - 1` in the goal. The rewrite before it had used that expression up.

After `hsq r hr`, the left side contains `r ^ (2 * s + 1 - 1)` and the right side `r ^ (2 * s - 1)`. The lemma `Real.rpow_sub_one` turns a power `r ^ (y - 1)` into `r ^ y / r`, and both powers have that form. `rw` settled on the left one, with `y` equal to `2 * s + 1`, and so produced `r ^ (2 * s + 1) / r`. With `y` fixed in this way, the power on the right was left as it was.

The repair swaps the two rewrites. The exponent `2 * s + 1 - 1` is first simplified to `2 * s`, which no longer fits the lemma's pattern. `Real.rpow_sub_one` then acts on the right side, giving `r ^ (2 * s) / r`. Both sides now contain the same power `r ^ (2 * s)`, and `ring` closes the goal.
